# In an octahedral field, 2p⁵3d¹ contains seven T₁ levels

The 60 states of the configuration 2p⁵3d¹ decompose in an octahedral field as

$$2A_1+3A_2+5E+7T_1+8T_2 .$$

The electric dipole operator transforms as $T_1$. With spin–orbit coupling included, symmetry therefore allows transitions from a totally symmetric 3d⁰ ground state to seven final levels. Each of them is triply degenerate, so they comprise 21 states. In a ligand-field calculation of an L edge restricted to this one configuration and to undistorted octahedral symmetry, seven is the largest number of distinct dipole lines that can appear.

In Lean 4 with Mathlib:

```lean
import Mathlib

open Real

namespace LigandFieldLEdge

noncomputable section
```

## Characters of the free-ion multiplets

A rotation by an angle $t$ about the quantisation axis multiplies the state $|J,m\rangle$ by $e^{-imt}$. The trace over a multiplet is the sum of these phases. The sines of $m$ and $-m$ cancel, which leaves

$$X_J(t)=\sum_{m=-J}^{J}\cos(mt).$$

The trace does not depend on the direction of the axis, so the angle is all that is needed. In `rotChar J t` the argument `J` is a natural number. Integer values suffice here because the configuration has an even number of electrons.

```lean
/-- Character of the angular-momentum-`J` multiplet for a rotation by the angle `t`. -/
def rotChar (J : ℕ) (t : ℝ) : ℝ :=
  ∑ m ∈ Finset.Icc (-(J : ℤ)) (J : ℤ), cos ((m : ℝ) * t)
```

A p shell with one electron missing transforms like a single hole with $L=1$ and spin ½. The d electron has $L=2$ and spin ½. The two spins couple to a singlet, with character $X_0=1$, or to a triplet, with character $X_1$. Characters of product spaces multiply, so the configuration has the character

$$\chi(t)=X_1(t)\,X_2(t)\,\bigl(X_0(t)+X_1(t)\bigr).$$

At $t=0$ this is $3\cdot5\cdot4=60$, the number of states. Orbital and spin parts are rotated together, as spin–orbit coupling requires.

```lean
/-- Character of the configuration 2p⁵3d¹: a p hole (`L = 1`), a d electron (`L = 2`), and
their two spins coupled to a singlet or a triplet. -/
def pdChar (t : ℝ) : ℝ :=
  rotChar 1 t * rotChar 2 t * (rotChar 0 t + rotChar 1 t)
```

## The octahedral rotations as data

The 24 proper rotations of the octahedron fall into five classes. The index $i=0,\dots,4$ labels them, $\theta_i$ is the rotation angle and $g_i$ the number of rotations in the class. As a column heading, E stands for the identity; as a row label, $E$ is the two-dimensional representation.

| | E | 8C₃ | 3C₂ | 6C₄ | 6C₂′ |
|---|---|---|---|---|---|
| $i$ | 0 | 1 | 2 | 3 | 4 |
| $\theta_i$ | $0$ | $2\pi/3$ | $\pi$ | $\pi/2$ | $\pi$ |
| $g_i$ | 1 | 8 | 3 | 6 | 6 |
| $A_1$ | 1 | 1 | 1 | 1 | 1 |
| $A_2$ | 1 | 1 | 1 | −1 | −1 |
| $E$ | 2 | −1 | 2 | 0 | 0 |
| $T_1$ | 3 | 0 | −1 | 1 | −1 |
| $T_2$ | 3 | 0 | −1 | −1 | 1 |

Each row becomes a real-valued function on `Fin 5`, the type of the five indices. The table is an input: the file does not construct the group or derive its irreducible representations. Inversion is left out. The step from p to d changes parity, as the dipole operator demands, so inversion would exclude nothing further.

```lean
/-- Rotation angles of the octahedral classes E, 8C₃, 3C₂, 6C₄, 6C₂′. -/
def classAngle : Fin 5 → ℝ := ![0, 2 * π / 3, π, π / 2, π]

/-- Numbers of rotations in the classes E, 8C₃, 3C₂, 6C₄, 6C₂′. -/
def classSize : Fin 5 → ℝ := ![1, 8, 3, 6, 6]

/-- Octahedral character A₁. -/
def chiA1 : Fin 5 → ℝ := ![1, 1, 1, 1, 1]

/-- Octahedral character A₂. -/
def chiA2 : Fin 5 → ℝ := ![1, 1, 1, -1, -1]

/-- Octahedral character E. -/
def chiE : Fin 5 → ℝ := ![2, -1, 2, 0, 0]

/-- Octahedral character T₁. -/
def chiT1 : Fin 5 → ℝ := ![3, 0, -1, 1, -1]

/-- Octahedral character T₂. -/
def chiT2 : Fin 5 → ℝ := ![3, 0, -1, -1, 1]
```

The multiplicity of a representation is the average over the group of the product of two characters. All characters here are real, so no complex conjugation is needed. For the dipole operator, a vector with character $X_1$, and a character $\rho$ that depends only on the angle, the average is

$$n(\rho)=\frac1{24}\sum_{i=0}^{4} g_i\,X_1(\theta_i)\,\rho(\theta_i).$$

Reading this number as a multiplicity relies on the orthogonality of irreducible characters, which is standard group theory and enters through the definition.

```lean
/-- Projection of a character `ρ` onto that of the dipole operator, a vector (`J = 1`),
averaged over the 24 octahedral rotations. -/
def dipoleCount (ρ : ℝ → ℝ) : ℝ :=
  (∑ i, classSize i * rotChar 1 (classAngle i) * ρ (classAngle i)) / 24
```

## Adding one unit of angular momentum

Going from $J$ to $J+1$ adds the states $m=\pm(J+1)$. Since the cosine is even, both contribute the same amount:

$$X_{J+1}(t)=X_J(t)+2\cos\bigl((J+1)t\bigr).$$

The proof writes the longer range of integers as the shorter one with its two new endpoints inserted. `omega` settles the membership questions, and `e` records the evenness of the cosine.

```lean
/-- Going from `J` to `J + 1` adds the two states `m = ±(J + 1)` to the character. -/
theorem rotChar_succ (J : ℕ) (t : ℝ) :
    rotChar (J + 1) t = rotChar J t + 2 * cos (((J : ℝ) + 1) * t) := by
  have h : Finset.Icc (-((J + 1 : ℕ) : ℤ)) ((J + 1 : ℕ) : ℤ) =
      insert ((J : ℤ) + 1) (insert (-((J : ℤ) + 1)) (Finset.Icc (-(J : ℤ)) (J : ℤ))) := by
    ext m
    simp only [Finset.mem_insert, Finset.mem_Icc]
    omega
  have e : cos (((-((J : ℤ) + 1) : ℤ) : ℝ) * t) = cos (((J : ℝ) + 1) * t) := by
    rw [← Real.cos_neg]
    congr 1
    push_cast
    ring
  have e' : (((J : ℤ) + 1 : ℤ) : ℝ) = (J : ℝ) + 1 := by norm_num
  unfold rotChar
  rw [h, Finset.sum_insert (by simp only [Finset.mem_insert, Finset.mem_Icc]; omega),
    Finset.sum_insert (by simp only [Finset.mem_Icc]; omega), e, e']
  ring
```

Write $c=\cos t$. Starting from $X_0=1$, the recursion gives $X_1=1+2c$. A second application, with $\cos 2t=2c^2-1$, gives

$$X_2=1+2c+2(2c^2-1)=4c^2+2c-1 .$$

```lean
/-- The characters of `J = 0, 1, 2` as polynomials in the cosine of the rotation angle. -/
theorem rotChar_low (t : ℝ) :
    rotChar 0 t = 1 ∧ rotChar 1 t = 1 + 2 * cos t ∧
      rotChar 2 t = 4 * cos t ^ 2 + 2 * cos t - 1 := by
  have h0 : rotChar 0 t = 1 := by simp [rotChar]
  have h1 : rotChar 1 t = 1 + 2 * cos t := by
    have h : rotChar 1 t = rotChar 0 t + 2 * cos ((((0 : ℕ) : ℝ) + 1) * t) :=
      rotChar_succ 0 t
    rw [h, h0]
    simp
  have h2 : rotChar 2 t = rotChar 1 t + 2 * cos ((((1 : ℕ) : ℝ) + 1) * t) :=
    rotChar_succ 1 t
  have e : ((1 : ℕ) : ℝ) + 1 = 2 := by norm_num
  refine ⟨h0, h1, ?_⟩
  rw [h2, e, Real.cos_two_mul, h1]
  ring
```

The coupling rule for a unit angular momentum reads, for every $J\ge 0$ and every angle,

$$X_1X_{J+1}=X_J+X_{J+1}+X_{J+2}.$$

It is proved by induction on $J$. For $J=0$ both sides equal $1+4c+4c^2$. For the step from $J$ to $J+1$, set $x=(J+2)t$. Then $X_{J+2}=X_{J+1}+2\cos x$, and the induction hypothesis gives

$$X_1X_{J+2}=X_J+X_{J+1}+X_{J+2}+2\cos x+4\cos t\cos x .$$

The last product is $4\cos t\cos x=2\cos(x-t)+2\cos(x+t)$. The three cosines are exactly what raises each character by one unit:

$$\begin{aligned}
X_J+2\cos(x-t)&=X_{J+1},\\
X_{J+1}+2\cos x&=X_{J+2},\\
X_{J+2}+2\cos(x+t)&=X_{J+3}.
\end{aligned}$$

The right-hand side is therefore $X_{J+1}+X_{J+2}+X_{J+3}$, as required. In the code, `a`, `b` and `c` are these three relations in this order, with the first and last cosines expanded by the addition formulae. The closing `linear_combination` combines them with the induction hypothesis `ih` and the formula `h1` for $X_1$; the relation `b` is also used multiplied by $X_1$, to expand the left-hand side.

```lean
/-- Coupling a unit angular momentum to `J + 1` gives `J`, `J + 1` and `J + 2`, once each. -/
theorem couple_one (J : ℕ) (t : ℝ) :
    rotChar 1 t * rotChar (J + 1) t =
      rotChar J t + rotChar (J + 1) t + rotChar (J + 2) t := by
  obtain ⟨h0, h1, h2⟩ := rotChar_low t
  induction J with
  | zero =>
    simp only [zero_add]
    rw [h0, h1, h2]
    ring
  | succ J ih =>
    change rotChar 1 t * rotChar (J + 2) t =
      rotChar (J + 1) t + rotChar (J + 2) t + rotChar (J + 3) t
    -- the three added cosines have angles x - t, x, x + t with x = (J + 2) t
    have a := rotChar_succ J t
    rw [show ((J : ℝ) + 1) * t = ((J : ℝ) + 2) * t - t by ring, Real.cos_sub] at a
    have b : rotChar (J + 2) t = rotChar (J + 1) t + 2 * cos (((J : ℝ) + 2) * t) := by
      have h := rotChar_succ (J + 1) t
      rw [show ((J + 1 : ℕ) : ℝ) + 1 = (J : ℝ) + 2 by push_cast; ring] at h
      exact h
    have c : rotChar (J + 3) t =
        rotChar (J + 2) t + 2 * cos (((J : ℝ) + 2) * t + t) := by
      have h := rotChar_succ (J + 2) t
      rw [show (((J + 2 : ℕ) : ℝ) + 1) * t = ((J : ℝ) + 2) * t + t by
        push_cast; ring] at h
      exact h
    rw [Real.cos_add] at c
    linear_combination ih + rotChar 1 t * b - a - b - c
      + 2 * cos (((J : ℝ) + 2) * t) * h1
```

## Three J = 1 levels in the free ion

The rule is now applied to the configuration. Coupling the orbital momenta gives $X_1X_2=X_1+X_2+X_3$. Multiplication by $1+X_1$ gives

$$\begin{aligned}
\chi&=(X_1+X_2+X_3)+X_1X_1+X_1X_2+X_1X_3\\
&=(X_1+X_2+X_3)+(X_0+X_1+X_2)\\
&\quad+(X_1+X_2+X_3)+(X_2+X_3+X_4)\\
&=X_0+3X_1+4X_2+3X_3+X_4 .
\end{aligned}$$

The dimensions add up to $1+9+20+21+9=60$. From a $J=0$ ground state the dipole operator reaches only $J=1$, so the free ion has three allowed levels. The theorem states the identity of characters at every angle, and its proof combines the three products `h11`, `h12` and `h13`.

```lean
/-- In the free ion 2p⁵3d¹ contains `J = 0, 1, 2, 3, 4` with multiplicities 1, 3, 4, 3, 1. -/
theorem free_ion_levels (t : ℝ) :
    pdChar t = rotChar 0 t + 3 * rotChar 1 t + 4 * rotChar 2 t
      + 3 * rotChar 3 t + rotChar 4 t := by
  have h11 : rotChar 1 t * rotChar 1 t = rotChar 0 t + rotChar 1 t + rotChar 2 t :=
    couple_one 0 t
  have h12 : rotChar 1 t * rotChar 2 t = rotChar 1 t + rotChar 2 t + rotChar 3 t :=
    couple_one 1 t
  have h13 : rotChar 1 t * rotChar 3 t = rotChar 2 t + rotChar 3 t + rotChar 4 t :=
    couple_one 2 t
  unfold pdChar
  rw [(rotChar_low t).1] at *
  linear_combination (1 + rotChar 1 t) * h12 + h11 + h12 + h13
```

## The configuration on the five classes

The low characters are polynomials in $c$, so only the cosines of the class angles are needed. They are $1,-\tfrac12,-1,0,-1$. The second follows from $2\pi/3=\pi-\pi/3$.

```lean
/-- Cosines of the rotation angles of the five octahedral classes. -/
theorem cos_classAngle (i : Fin 5) :
    cos (classAngle i) = (![1, -1 / 2, -1, 0, -1] : Fin 5 → ℝ) i := by
  have h : cos (2 * π / 3) = -1 / 2 := by
    rw [show 2 * π / 3 = π - π / 3 by ring, Real.cos_pi_sub, Real.cos_pi_div_three]
    norm_num
  fin_cases i <;> simp [classAngle, h]
```

Inserting them in $X_1=1+2c$ gives $3,0,-1,1,-1$, which is the $T_1$ row of the table. A vector thus remains irreducible under the octahedral rotations.

```lean
/-- On the octahedral rotations the dipole operator has the character T₁. -/
theorem dipole_is_T1 (i : Fin 5) : rotChar 1 (classAngle i) = chiT1 i := by
  rw [(rotChar_low _).2.1, cos_classAngle]
  fin_cases i <;> norm_num [chiT1]
```

The other factors follow in the same way:

| | E | 8C₃ | 3C₂ | 6C₄ | 6C₂′ |
|---|---|---|---|---|---|
| $X_1$ | 3 | 0 | −1 | 1 | −1 |
| $X_2$ | 5 | −1 | 1 | −1 | 1 |
| $1+X_1$ | 4 | 1 | 0 | 2 | 0 |
| $\chi$ | 60 | 0 | 0 | −2 | 0 |

`fin_cases` goes through the classes one at a time, and `norm_num` does the multiplication.

```lean
/-- The character of 2p⁵3d¹ on the classes E, 8C₃, 3C₂, 6C₄, 6C₂′ is 60, 0, 0, -2, 0. -/
theorem pdChar_class (i : Fin 5) :
    pdChar (classAngle i) = (![60, 0, 0, -2, 0] : Fin 5 → ℝ) i := by
  unfold pdChar
  rw [(rotChar_low _).1, (rotChar_low _).2.1, (rotChar_low _).2.2, cos_classAngle]
  fin_cases i <;> norm_num
```

## Solving for the multiplicities

Let $a_1,a_2,e,t_1,t_2$ be the coefficients of $A_1,A_2,E,T_1,T_2$. Equality of characters on the five classes means

$$\begin{aligned}
a_1+a_2+2e+3t_1+3t_2&=60,\\
a_1+a_2-e&=0,\\
a_1+a_2+2e-t_1-t_2&=0,\\
a_1-a_2+t_1-t_2&=-2,\\
a_1-a_2-t_1+t_2&=0.
\end{aligned}$$

Subtracting the third equation from the first gives $t_1+t_2=15$. The third then reads $a_1+a_2+2e=15$. With $a_1+a_2=e$ from the second, $e=5$ and $a_1+a_2=5$. The sum of the last two equations gives $a_1-a_2=-1$, and the last alone then gives $t_1-t_2=-1$. The result is

$$a_1=2,\quad a_2=3,\quad e=5,\quad t_1=7,\quad t_2=8 .$$

The theorem is an equivalence for arbitrary real coefficients: the character is reproduced on all classes if and only if the coefficients have these values. In the forward direction, `h0` to `h4` are the five equations and `linarith` solves them. The reverse direction substitutes the values and checks each class.

```lean
/-- In an octahedral field 2p⁵3d¹ splits into 2A₁ + 3A₂ + 5E + 7T₁ + 8T₂, and no other
combination of the five characters reproduces its character. -/
theorem octahedral_levels (a₁ a₂ e t₁ t₂ : ℝ) :
    (∀ i, pdChar (classAngle i) =
      a₁ * chiA1 i + a₂ * chiA2 i + e * chiE i + t₁ * chiT1 i + t₂ * chiT2 i) ↔
    a₁ = 2 ∧ a₂ = 3 ∧ e = 5 ∧ t₁ = 7 ∧ t₂ = 8 := by
  constructor
  · intro h
    -- one linear equation for each class
    have h0 := h 0
    have h1 := h 1
    have h2 := h 2
    have h3 := h 3
    have h4 := h 4
    simp only [pdChar_class, chiA1, chiA2, chiE, chiT1, chiT2, Matrix.cons_val]
      at h0 h1 h2 h3 h4
    refine ⟨?_, ?_, ?_, ?_, ?_⟩ <;> linarith
  · rintro ⟨rfl, rfl, rfl, rfl, rfl⟩ i
    rw [pdChar_class]
    fin_cases i <;> norm_num [chiA1, chiA2, chiE, chiT1, chiT2]
```

The condition is imposed on all five classes, including both classes with angle $\pi$. If the equation for 6C₂′ is omitted, uniqueness fails. The combination $A_1-A_2-T_1+T_2$ vanishes on the other four classes, so

$$3A_1+2A_2+5E+6T_1+9T_2$$

matches $\chi$ there as well. It also has dimension 60, but it contains only six $T_1$ levels. On 6C₂′ it takes the value 4, whereas $\chi$ is 0.

## Seven levels with spin–orbit coupling, two without

Acting on a totally symmetric state, the dipole operator produces states that transform as $T_1$. Only final levels of that type can have a non-zero matrix element. In the projection, just two classes contribute:

$$n(\chi)=\frac{1\cdot3\cdot60+6\cdot1\cdot(-2)}{24}=\frac{168}{24}=7 .$$

This agrees with the coefficient $t_1$ found from the linear equations. The proof replaces $X_1$ by the $T_1$ row, inserts the class values of $\chi$ and evaluates the sum.

```lean
/-- In an octahedral field the dipole representation occurs seven times in 2p⁵3d¹. -/
theorem seven_dipole_levels : dipoleCount pdChar = 7 := by
  simp only [dipoleCount, dipole_is_T1, pdChar_class, Fin.sum_univ_five, classSize, chiT1,
    Matrix.cons_val]
  norm_num
```

The dipole operator does not act on spin, and the 3d⁰ ground state is a singlet. Without spin–orbit coupling, only the singlet part of the configuration can be reached. Its character $X_1X_2$ has the class values $15,0,-1,-1,-1$, so that

$$n(X_1X_2)=\frac{45+0+3-6+6}{24}=2 .$$

Spin–orbit coupling mixes singlet and triplet states of the same symmetry, which is how all seven levels can acquire intensity.

```lean
/-- In an octahedral field the spin-singlet part of 2p⁵3d¹ alone contains the dipole representation
twice. -/
theorem two_singlet_dipole_levels :
    dipoleCount (fun t => rotChar 1 t * rotChar 2 t) = 2 := by
  simp only [dipoleCount, (rotChar_low _).2.1, (rotChar_low _).2.2, cos_classAngle,
    Fin.sum_univ_five, classSize, Matrix.cons_val]
  norm_num

end

end LigandFieldLEdge
```

```lean
#print axioms LigandFieldLEdge.free_ion_levels
#print axioms LigandFieldLEdge.octahedral_levels
#print axioms LigandFieldLEdge.seven_dipole_levels
#print axioms LigandFieldLEdge.two_singlet_dipole_levels
```

```
'LigandFieldLEdge.free_ion_levels' depends on axioms: [propext, Classical.choice, Quot.sound]
'LigandFieldLEdge.octahedral_levels' depends on axioms: [propext, Classical.choice, Quot.sound]
'LigandFieldLEdge.seven_dipole_levels' depends on axioms: [propext, Classical.choice, Quot.sound]
'LigandFieldLEdge.two_singlet_dipole_levels' depends on axioms: [propext, Classical.choice, Quot.sound]
```

## What the count leaves open

The theorems concern characters alone; there is no Hamiltonian in the file. The count therefore gives no energies or intensities: an allowed line may be too weak to see, and two levels may lie too close together to be resolved. Charge-transfer configurations would add further final states, and a distortion of the octahedron would split the triply degenerate levels or change the selection rule.
